# Hall's conditions determine the bond orders of an alternant Hückel model with invertible coupling matrix

Let the real square matrix $B$ couple the starred atoms of an alternant hydrocarbon to the unstarred ones, with the sign of the energy chosen so that bonding levels are positive: if bond orders are read from an orthogonal matrix $U$ of which one asks only that $BU^T$ be symmetric, they can belong to the wrong orbitals, since $-U$ passes the same test as $U$ and exchanges the bonding space for the antibonding one. For invertible $B$, requiring $BU^T$ to be positive definite as well leaves exactly one $U$, and the matrix with unit diagonal blocks and off-diagonal blocks $U$ and $U^T$ is then twice the projector onto the bonding space. With two electrons in every bonding orbital and none in the others, this is the charge and bond-order matrix.

```lean
import Mathlib

open Matrix

namespace HallBondOrder

noncomputable section

variable {m n : Type*} [Fintype m] [DecidableEq m] [Fintype n] [DecidableEq n]

/-- The Hückel matrix of an alternant hydrocarbon with equally many starred and unstarred
atoms; `B` couples the two classes. -/
def huckel (B : Matrix n n ℝ) : Matrix (n ⊕ n) (n ⊕ n) ℝ := fromBlocks 0 B Bᵀ 0

/-- The matrix with unit diagonal blocks and with `U` as the block between starred and
unstarred atoms. -/
def bondOrder (U : Matrix n n ℝ) : Matrix (n ⊕ n) (n ⊕ n) ℝ := fromBlocks 1 U Uᵀ 1

/-- The space spanned by all eigenvectors of `H` with positive eigenvalue. -/
def positiveSpace (H : Matrix m m ℝ) : Submodule ℝ (m → ℝ) :=
  Submodule.span ℝ {v | ∃ e : ℝ, 0 < e ∧ H *ᵥ v = e • v}

/-- `P` is the orthogonal projector onto `W`: symmetric, idempotent, with range `W`. -/
def IsProjectorOnto (P : Matrix m m ℝ) (W : Submodule ℝ (m → ℝ)) : Prop :=
  Pᵀ = P ∧ P * P = P ∧ LinearMap.range P.mulVecLin = W

/-- Hall's conditions on `U`: it is orthogonal and `B Uᵀ` is symmetric positive definite. -/
def IsHallFactor (B U : Matrix n n ℝ) : Prop := U * Uᵀ = 1 ∧ (B * Uᵀ).PosDef

/-- An orthogonal projector is determined by the space it projects onto. -/
theorem projector_unique {P Q : Matrix m m ℝ} {W : Submodule ℝ (m → ℝ)}
    (hP : IsProjectorOnto P W) (hQ : IsProjectorOnto Q W) : P = Q := by
  -- each projector acts as the identity on the range of the other
  have key : ∀ {P Q : Matrix m m ℝ}, IsProjectorOnto P W → IsProjectorOnto Q W →
      P * Q = Q := by
    intro P Q hP hQ
    refine Matrix.toLin'.injective (LinearMap.ext fun v => ?_)
    simp only [Matrix.toLin'_apply]
    have hr : Q *ᵥ v ∈ LinearMap.range P.mulVecLin := by
      rw [hP.2.2, ← hQ.2.2]
      exact ⟨v, rfl⟩
    obtain ⟨w, hw⟩ := hr
    rw [Matrix.mulVecLin_apply] at hw
    rw [← Matrix.mulVec_mulVec, ← hw, Matrix.mulVec_mulVec, hP.2.1]
  calc P = (Q * P)ᵀ := by rw [key hQ hP, hP.1]
    _ = P * Q := by rw [Matrix.transpose_mul, hP.1, hQ.1]
    _ = Q := key hP hQ

/-- The eigenvectors of a positive definite matrix with positive eigenvalue span the
whole space. -/
theorem positiveSpace_eq_top {S : Matrix n n ℝ} (hS : S.PosDef) : positiveSpace S = ⊤ := by
  rw [eq_top_iff]
  intro z _
  obtain ⟨b, hb⟩ : ∃ b : OrthonormalBasis n ℝ (EuclideanSpace ℝ n),
      ∀ i, S *ᵥ (b i).ofLp = hS.isHermitian.eigenvalues i • (b i).ofLp :=
    ⟨_, hS.isHermitian.mulVec_eigenvectorBasis⟩
  have hz : z = ∑ i, (b.repr (WithLp.toLp 2 z) i) • (b i).ofLp := by
    have h := congrArg WithLp.ofLp (b.sum_repr (WithLp.toLp 2 z))
    simpa using h.symm
  rw [hz]
  exact Submodule.sum_mem _ fun i _ => Submodule.smul_mem _ _
    (Submodule.subset_span ⟨_, hS.eigenvalues_pos i, hb i⟩)

omit [DecidableEq n] in
private theorem hall_symm {B U : Matrix n n ℝ} (h : (B * Uᵀ).PosDef) :
    U * Bᵀ = B * Uᵀ := by
  have := h.isHermitian.eq
  rwa [conjTranspose_eq_transpose_of_trivial, transpose_mul, transpose_transpose] at this

/-- If `U` satisfies Hall's conditions, an eigenvector `u` of `B Uᵀ` lifts to the molecular orbital
`(u, Uᵀ u)` with the same eigenvalue. -/
theorem orbital_lift {B U : Matrix n n ℝ} (hU : IsHallFactor B U) {u : n → ℝ} {e : ℝ}
    (hu : (B * Uᵀ) *ᵥ u = e • u) :
    huckel B *ᵥ (Sum.elim u (Uᵀ *ᵥ u)) = e • Sum.elim u (Uᵀ *ᵥ u) := by
  have h' : Uᵀ * U = 1 := mul_eq_one_comm.mp hU.1
  have h2 : Bᵀ = Uᵀ * (B * Uᵀ) := by
    rw [← hall_symm hU.2, ← Matrix.mul_assoc, h', Matrix.one_mul]
  have hB1 : B *ᵥ (Uᵀ *ᵥ u) = e • u := by rw [Matrix.mulVec_mulVec, hu]
  have hB2 : Bᵀ *ᵥ u = e • (Uᵀ *ᵥ u) := by
    rw [h2, ← Matrix.mulVec_mulVec, hu, Matrix.mulVec_smul]
  rw [huckel, fromBlocks_mulVec]
  simp only [Sum.elim_comp_inl, Sum.elim_comp_inr, zero_mulVec, zero_add, add_zero, hB1, hB2]
  funext k
  rcases k with i | i <;> rfl

/-- If `U` satisfies Hall's conditions, then in an orbital of positive energy `e` the amplitudes `x`
on the starred atoms are obtained from the amplitudes `y` on the unstarred atoms by applying `U`. -/
theorem bonding_amplitudes {B U : Matrix n n ℝ} (hU : IsHallFactor B U) {x y : n → ℝ}
    {e : ℝ} (he : 0 < e) (h1 : B *ᵥ y = e • x) (h2 : Bᵀ *ᵥ x = e • y) : x = U *ᵥ y := by
  have h' : Uᵀ * U = 1 := mul_eq_one_comm.mp hU.1
  have a : (B * Uᵀ) *ᵥ x = e • (U *ᵥ y) := by
    rw [← hall_symm hU.2, ← Matrix.mulVec_mulVec, h2, Matrix.mulVec_smul]
  have b : (B * Uᵀ) *ᵥ (U *ᵥ y) = e • x := by
    rw [Matrix.mulVec_mulVec, Matrix.mul_assoc, h', Matrix.mul_one, h1]
  -- the defect would be an eigenvector of a positive matrix with eigenvalue `-e`
  have c : (B * Uᵀ) *ᵥ (x - U *ᵥ y) = (-e) • (x - U *ᵥ y) := by
    rw [Matrix.mulVec_sub, a, b]
    module
  by_contra hne
  have hpos := hU.2.dotProduct_mulVec_pos (sub_ne_zero.mpr hne)
  rw [c, star_trivial, dotProduct_smul, smul_eq_mul] at hpos
  have hn : 0 ≤ (x - U *ᵥ y) ⬝ᵥ (x - U *ᵥ y) :=
    Finset.sum_nonneg fun i _ => mul_self_nonneg _
  nlinarith [mul_nonneg he.le hn]

/-- If `U` satisfies Hall's conditions, half of `[[1, U], [Uᵀ, 1]]` is the orthogonal
projector onto the positive eigenspace of the Hückel matrix. -/
theorem bondOrder_projector {B U : Matrix n n ℝ} (hU : IsHallFactor B U) :
    IsProjectorOnto ((1 / 2 : ℝ) • bondOrder U) (positiveSpace (huckel B)) := by
  have h' : Uᵀ * U = 1 := mul_eq_one_comm.mp hU.1
  have hsq : bondOrder U * bondOrder U = (2 : ℝ) • bondOrder U := by
    simp only [bondOrder, fromBlocks_multiply, hU.1, h', Matrix.mul_one,
      Matrix.one_mul, two_smul, fromBlocks_add]
  refine ⟨by simp [bondOrder, fromBlocks_transpose], ?_, le_antisymm ?_ ?_⟩
  · rw [Matrix.smul_mul, Matrix.mul_smul, hsq, smul_smul, smul_smul]
    norm_num
  · -- every projected vector is a lift `(z, Uᵀ z)`, and `z` is a sum of eigenvectors
    rintro _ ⟨v, rfl⟩
    have lift : ∀ z : n → ℝ,
        (fromRows (1 : Matrix n n ℝ) Uᵀ).mulVecLin z ∈ positiveSpace (huckel B) := by
      intro z
      have hle : positiveSpace (B * Uᵀ) ≤ (positiveSpace (huckel B)).comap
          (fromRows (1 : Matrix n n ℝ) Uᵀ).mulVecLin := by
        refine Submodule.span_le.mpr ?_
        rintro u ⟨e, he, hu⟩
        refine Submodule.subset_span ⟨e, he, ?_⟩
        rw [mulVecLin_apply, fromRows_mulVec, one_mulVec]
        exact orbital_lift hU hu
      rw [positiveSpace_eq_top hU.2] at hle
      exact hle Submodule.mem_top
    convert lift ((1 / 2 : ℝ) • (v ∘ Sum.inl + U *ᵥ (v ∘ Sum.inr))) using 1
    rw [mulVecLin_apply, mulVecLin_apply, smul_mulVec, bondOrder, fromBlocks_mulVec,
      fromRows_mulVec]
    simp only [one_mulVec, mulVec_smul, mulVec_add, mulVec_mulVec, h', Matrix.one_mul]
    funext k
    rcases k with i | i <;> rfl
  · -- every bonding orbital is left unchanged
    refine Submodule.span_le.mpr ?_
    rintro v ⟨e, he, hv⟩
    rw [huckel, fromBlocks_mulVec] at hv
    simp only [zero_mulVec, zero_add, add_zero] at hv
    have hx : v ∘ Sum.inl = U *ᵥ (v ∘ Sum.inr) := bonding_amplitudes hU he
      (funext fun i => congrFun hv (Sum.inl i)) (funext fun i => congrFun hv (Sum.inr i))
    have hy : Uᵀ *ᵥ (v ∘ Sum.inl) = v ∘ Sum.inr := by
      rw [hx, mulVec_mulVec, h', one_mulVec]
    refine ⟨v, ?_⟩
    rw [mulVecLin_apply, smul_mulVec, bondOrder, fromBlocks_mulVec, hy, ← hx, one_mulVec,
      one_mulVec]
    funext k
    rcases k with i | i
    · change (1 / 2 : ℝ) * (v (Sum.inl i) + v (Sum.inl i)) = v (Sum.inl i)
      ring
    · change (1 / 2 : ℝ) * (v (Sum.inr i) + v (Sum.inr i)) = v (Sum.inr i)
      ring

private theorem block_unique {U V : Matrix n n ℝ} {W : Submodule ℝ (n ⊕ n → ℝ)}
    (hU : IsProjectorOnto ((1 / 2 : ℝ) • bondOrder U) W)
    (hV : IsProjectorOnto ((1 / 2 : ℝ) • bondOrder V) W) : U = V := by
  ext i j
  have h := congrFun (congrFun (projector_unique hU hV) (Sum.inl i)) (Sum.inr j)
  change (1 / 2 : ℝ) * U i j = (1 / 2 : ℝ) * V i j at h
  linarith

open scoped MatrixOrder in
/-- For invertible `B` exactly one `U` satisfies Hall's conditions, and for it
`[[1, U], [Uᵀ, 1]]` is twice the projector onto the positive eigenspace of the Hückel
matrix. -/
theorem hall_bondOrder (B : Matrix n n ℝ) (hB : IsUnit B.det) :
    (∃! U, IsHallFactor B U) ∧ ∀ U, IsHallFactor B U →
      ∃ P, IsProjectorOnto P (positiveSpace (huckel B)) ∧ bondOrder U = (2 : ℝ) • P := by
  refine ⟨?_, fun U hU => ⟨_, bondOrder_projector hU, by rw [smul_smul]; norm_num⟩⟩
  have hP : (B * Bᵀ).PosSemidef := by
    simpa [conjTranspose_eq_transpose_of_trivial] using
      Matrix.posSemidef_self_mul_conjTranspose B
  -- the positive square root of `B Bᵀ`
  obtain ⟨S, hS, hSS⟩ : ∃ S : Matrix n n ℝ, S.PosSemidef ∧ S * S = B * Bᵀ :=
    ⟨CFC.sqrt (B * Bᵀ), Matrix.nonneg_iff_posSemidef.mp (CFC.sqrt_nonneg _),
      CFC.sqrt_mul_sqrt_self _ (Matrix.nonneg_iff_posSemidef.mpr hP)⟩
  have hd : IsUnit S.det := by
    have h := congrArg Matrix.det hSS
    rw [det_mul, det_mul, det_transpose] at h
    exact isUnit_of_mul_isUnit_left (h ▸ hB.mul hB)
  have hT : Sᵀ = S := by
    have := hS.isHermitian.eq
    rwa [conjTranspose_eq_transpose_of_trivial] at this
  have hUt : (S⁻¹ * B)ᵀ = Bᵀ * S⁻¹ := by
    rw [transpose_mul, transpose_nonsing_inv, hT]
  have hBU : B * (S⁻¹ * B)ᵀ = S := by
    rw [hUt, ← Matrix.mul_assoc, ← hSS, Matrix.mul_assoc, mul_nonsing_inv S hd,
      Matrix.mul_one]
  refine ⟨S⁻¹ * B, ⟨?_, ?_⟩, fun V hV => ?_⟩
  · rw [Matrix.mul_assoc, hBU, nonsing_inv_mul S hd]
  · rw [hBU]
    exact hS.posDef_iff_isUnit.mpr ((Matrix.isUnit_iff_isUnit_det S).mpr hd)
  · refine block_unique (bondOrder_projector hV) (bondOrder_projector ⟨?_, ?_⟩)
    · rw [Matrix.mul_assoc, hBU, nonsing_inv_mul S hd]
    · rw [hBU]
      exact hS.posDef_iff_isUnit.mpr ((Matrix.isUnit_iff_isUnit_det S).mpr hd)

/-- For invertible `B`, Hall's conditions on `U` hold exactly when half of
`[[1, U], [Uᵀ, 1]]` is the projector onto the positive eigenspace. -/
theorem hallFactor_iff_projector {B U : Matrix n n ℝ} (hB : IsUnit B.det) :
    IsHallFactor B U ↔
      IsProjectorOnto ((1 / 2 : ℝ) • bondOrder U) (positiveSpace (huckel B)) := by
  refine ⟨bondOrder_projector, fun h => ?_⟩
  obtain ⟨V, hV, -⟩ := (hall_bondOrder B hB).1
  rw [block_unique h (bondOrder_projector hV)]
  exact hV

/-- If some `U` satisfies Hall's conditions, then `B` is invertible. -/
theorem isUnit_det_of_hallFactor {B U : Matrix n n ℝ} (hU : IsHallFactor B U) :
    IsUnit B.det := by
  have h := hU.2.det_pos
  rw [det_mul] at h
  exact isUnit_iff_ne_zero.mpr (left_ne_zero_of_mul h.ne')

/-- For the butadiene chain, with atoms 1, 3 starred and 2, 4 unstarred, Hall's conditions
hold for the matrix with entries `2/√5`, `-1/√5`, `1/√5`, `2/√5`. -/
theorem butadiene_witness :
    IsHallFactor !![1, 0; 1, 1] ((1 / √5 : ℝ) • !![2, -1; 1, 2]) := by
  have hc : (1 / √5 : ℝ) ^ 2 = 1 / 5 := by
    rw [div_pow, Real.sq_sqrt (by norm_num)]
    norm_num
  have hc0 : (0 : ℝ) < 1 / √5 := by positivity
  generalize (1 / √5 : ℝ) = c at hc hc0 ⊢
  have hM : (!![1, 0; 1, 1] : Matrix (Fin 2) (Fin 2) ℝ) *
      (c • (!![2, -1; 1, 2] : Matrix (Fin 2) (Fin 2) ℝ))ᵀ =
      c • (!![2, 1; 1, 3] : Matrix (Fin 2) (Fin 2) ℝ) := by
    ext i j
    fin_cases i <;> fin_cases j <;> simp [Matrix.mul_apply, Fin.sum_univ_two] <;> linarith
  refine ⟨?_, ?_⟩
  · ext i j
    fin_cases i <;> fin_cases j <;> simp [Matrix.mul_apply, Fin.sum_univ_two] <;>
      nlinarith [hc]
  · rw [hM, posDef_iff_dotProduct_mulVec]
    refine ⟨Matrix.IsHermitian.ext fun i j => ?_, ?_⟩
    · fin_cases i <;> fin_cases j <;> simp
    · intro x hx
      have q : star x ⬝ᵥ ((c • (!![2, 1; 1, 3] : Matrix (Fin 2) (Fin 2) ℝ)) *ᵥ x) =
          c * (x 0 ^ 2 + (x 0 + x 1) ^ 2 + 2 * x 1 ^ 2) := by
        simp [dotProduct, Matrix.mulVec, Fin.sum_univ_two]
        ring
      rw [q]
      refine mul_pos hc0 ?_
      by_contra h
      have h0 : x 0 ^ 2 = 0 := by
        nlinarith [sq_nonneg (x 0), sq_nonneg (x 0 + x 1), sq_nonneg (x 1)]
      have h1 : x 1 ^ 2 = 0 := by
        nlinarith [sq_nonneg (x 0), sq_nonneg (x 0 + x 1), sq_nonneg (x 1)]
      apply hx
      funext i
      fin_cases i
      · exact pow_eq_zero_iff two_ne_zero |>.mp h0
      · exact pow_eq_zero_iff two_ne_zero |>.mp h1

end

end HallBondOrder
```

```lean
#print axioms HallBondOrder.bondOrder_projector
-- 'HallBondOrder.bondOrder_projector' depends on axioms: [propext, Classical.choice, Quot.sound]
#print axioms HallBondOrder.hallFactor_iff_projector
-- 'HallBondOrder.hallFactor_iff_projector' depends on axioms: [propext, Classical.choice, Quot.sound]
#print axioms HallBondOrder.isUnit_det_of_hallFactor
-- 'HallBondOrder.isUnit_det_of_hallFactor' depends on axioms: [propext, Classical.choice, Quot.sound]
```

## The Hückel matrix and its bonding space

The type `n` labels the atoms of each class, so there are equally many starred and unstarred atoms. Using the same labels for both classes does not pair the atoms chemically. The sum type `n ⊕ n` labels the whole molecule, starred atoms first, and `huckel B` is

$$H=\begin{pmatrix}0&B\\B^T&0\end{pmatrix}.$$

The zero blocks say that all atoms have the same site energy, taken as the origin, and that atoms of one class do not couple to each other. Energies are in units of the magnitude of a reference resonance integral, with the sign chosen so that bonding levels are positive. The entries of $B$ may be any real numbers, so unequal bonds are allowed. The atomic orbitals are treated as orthonormal.

`positiveSpace H` is the span of all eigenvectors of $H$ with positive eigenvalue, which is the bonding space. `IsProjectorOnto P W` says that $P$ is symmetric and idempotent and has range $W$. `IsHallFactor B U` states Hall's conditions, $UU^T=1$ and $BU^T$ positive definite; over the reals, Mathlib's `PosDef` includes symmetry. Finally, `bondOrder U` is

$$C=\begin{pmatrix}1&U\\U^T&1\end{pmatrix}.$$

This is defined for every $U$; when Hall's conditions hold, it is twice the projector onto the bonding space.

The theorem `hall_bondOrder` assumes that $\det B$ is a unit, which for a real number means nonzero. Physically, there is no nonbonding orbital at energy zero. The theorem concludes that exactly one $U$ satisfies Hall's conditions, and that for any such $U$ there is a projector $P$ onto the bonding space with $C=2P$.

If every bonding orbital holds two electrons and all others are empty, $2P$ is the charge and bond-order matrix. Its diagonal entries give one $\pi$ electron per atom, bond orders between different atoms of the same class vanish, and $U_{ij}$ is the bond order between starred atom $i$ and unstarred atom $j$. The occupation is a physical reading of the projector; the file contains no electrons. Within this non-interacting, finite model, the bond orders follow from a matrix factorisation of half the size of $H$, without constructing the individual molecular orbitals.

## From Hall's conditions to the projector

Write $S=BU^T$. Since $S$ is symmetric, $UB^T=S$ too, which is the lemma `hall_symm`. Since $U$ is square, $UU^T=1$ also gives $U^TU=1$, and hence $B^T=U^TS$.

**Idempotence.** Block multiplication gives

$$C^2=\begin{pmatrix}1+UU^T&2U\\2U^T&U^TU+1\end{pmatrix}=2C,$$

so $P=\tfrac12C$ satisfies $P^2=P$, and it is visibly symmetric. In `bondOrder_projector` this is the step `hsq`.

**The range lies in the bonding space.** Let $Su=eu$ with $e>0$. Then

$$B(U^Tu)=Su=eu,\qquad B^Tu=U^TSu=e\,U^Tu,$$

so $(u,U^Tu)$ is an eigenvector of $H$ with the same energy. This is `orbital_lift`. For an arbitrary vector $(a,b)$,

$$P(a,b)=(z,U^Tz),\qquad z=\tfrac12(a+Ub).$$

By the spectral theorem, $z$ is a sum of eigenvectors of $S$, all with positive eigenvalues; `positiveSpace_eq_top` proves this from an orthonormal eigenbasis. The map $z\mapsto(z,U^Tz)$ is linear, so $P(a,b)$ is a sum of bonding orbitals. The Lean proof expresses this linearity through `comap`, the preimage of the bonding space under the lift.

**The bonding space lies in the range.** Let $(x,y)$ satisfy $By=ex$ and $B^Tx=ey$ with $e>0$. Then

$$Sx=UB^Tx=e\,Uy,\qquad S(Uy)=BU^TUy=By=ex.$$

Subtracting, the defect $w=x-Uy$ obeys $Sw=-ew$, and therefore $w^TSw=-e\,w^Tw\le0$. Positive definiteness forces $w=0$. This is `bonding_amplitudes`, where `nlinarith` closes the contradiction between the two signs. Now $x=Uy$ and $U^Tx=y$, so

$$P(x,y)=\tfrac12(x+Uy,\;U^Tx+y)=(x,y).$$

Every bonding orbital is thus in the range of $P$. Checking eigenvectors is enough because they span the bonding space, which is what `Submodule.span_le` uses.

## Existence and uniqueness of $U$

For existence, $BB^T$ is positive semidefinite and has a positive semidefinite square root, supplied by `CFC.sqrt`. Call it $S$, so that $S^2=BB^T$. Taking determinants, $(\det S)^2=(\det B)^2\neq0$, so $S$ is invertible and hence positive definite. Put $U=S^{-1}B$. Because $S$ is symmetric, $U^T=B^TS^{-1}$, and

$$BU^T=BB^TS^{-1}=S^2S^{-1}=S,\qquad UU^T=S^{-1}BU^T=S^{-1}S=1.$$

The first identity is `hBU`, and both of Hall's conditions follow from it.

For uniqueness, let $P$ and $Q$ be orthogonal projectors with the same range. Each acts as the identity on that range, so $PQ=Q$ and $QP=P$. Transposing the second equation gives

$$P=P^T=(QP)^T=PQ=Q,$$

which is `projector_unique`. If $U$ and $V$ both satisfy Hall's conditions, their matrices $\tfrac12C$ project onto the same bonding space and are therefore equal. Comparing the upper right blocks gives $U=V$, as `block_unique` records.

The same comparison proves the converse in `hallFactor_iff_projector`: for invertible $B$, if $\tfrac12C$ is the bonding projector, its block $U$ must be the Hall factor already constructed. Invertibility is also necessary for Hall's conditions. If they hold, then $\det B\,\det U^T=\det(BU^T)>0$, so $\det B\neq0$; this is `isUnit_det_of_hallFactor`.

## Butadiene

With equal couplings of one, atoms 1 and 3 starred and atoms 2 and 4 unstarred, `butadiene_witness` verifies Hall's conditions for

$$B=\begin{pmatrix}1&0\\1&1\end{pmatrix},\qquad U=\frac1{\sqrt5}\begin{pmatrix}2&-1\\1&2\end{pmatrix}.$$

Rows refer to atoms 1 and 3, columns to atoms 2 and 4. The rows of $U$ are orthonormal, and

$$BU^T=\frac1{\sqrt5}\begin{pmatrix}2&1\\1&3\end{pmatrix}.$$

For a vector with components $x_0,x_1$, numbered from zero as in Lean, its quadratic form is

$$\frac1{\sqrt5}\left(x_0^2+(x_0+x_1)^2+2x_1^2\right),$$

which is positive unless both components vanish. The proof replaces $1/\sqrt5$ by a positive number $c$ with $c^2=1/5$ and checks the entries and this sum of squares. The terminal bonds have bond order $2/\sqrt5\approx0.894$ and the central bond has $1/\sqrt5\approx0.447$. The entry $-1/\sqrt5$ belongs to atoms 1 and 4, which are not bonded.
